# Cluster averaging preserves the causal sign of a self-energy; full bond weight can reverse it

Take two sites and \(S=-\begin{pmatrix}1&1\\1&1\end{pmatrix}\). It is negative semidefinite, because \(x^\dagger Sx=-|x_0+x_1|^2\). Its average at wave number \(k\),
\[
\tfrac12\sum_{l,m}S_{lm}e^{ik(m-l)}=-(1+\cos k)\le 0,
\]
is the expectation value of \(S\) in the normalised plane wave \((1,e^{ik})/\sqrt2\). With full weight on the bond, the result is \(-1-2\cos k\), which equals \(1\) at \(k=\pi\) and is no expectation value of \(S\). For the self-energy \(\Sigma=iS\), damping has turned into growth.

This bears on periodising self-energies in cluster dynamical mean-field calculations, here for one band, an open chain and one fixed matrix \(\Sigma\) at a single frequency. Analyticity in frequency and self-consistency are not treated.

The sites are \(0,\dots,n\), so a cluster has \(n+1\) of them. `blochWave` is the unnormalised wave \(b_j=e^{ikj}\), with squared norm \(n+1\).

```lean
import Mathlib

open Matrix
open scoped ComplexOrder

namespace ClusterPeriodization

noncomputable section

/-- The phase factor `exp(i x)` for a real angle `x`. -/
def phase (x : ℝ) : ℂ := Complex.exp ((x : ℂ) * Complex.I)

/-- The plane wave of wave number `k` on the sites `0, ..., n` of an open chain cluster. -/
def blochWave (n : ℕ) (k : ℝ) : Fin (n + 1) → ℂ := fun j => phase (k * ((j : ℕ) : ℝ))
```

`IsCausal` requires \(\operatorname{Im}x^\dagger\Sigma x\le0\) for every vector \(x\). `periodize` is the average \(\Sigma(k)\), and `fullBond` takes site 0 with all its bonds at weight one. `uniformDamping` has every entry \(-i\).

```lean
/-- A cluster self-energy is causal if the imaginary part of its expectation value
is nonpositive in every vector. -/
def IsCausal {n : ℕ} (S : Matrix (Fin (n + 1)) (Fin (n + 1)) ℂ) : Prop :=
  ∀ x : Fin (n + 1) → ℂ, (star x ⬝ᵥ (S *ᵥ x)).im ≤ 0

/-- The cluster average: the sum of `S i j * exp(i k (j - i))` over all pairs of sites,
divided by the number `n + 1` of sites. -/
def periodize {n : ℕ} (S : Matrix (Fin (n + 1)) (Fin (n + 1)) ℂ) (k : ℝ) : ℂ :=
  ((((n : ℝ) + 1)⁻¹ : ℝ) : ℂ) *
    ∑ i, ∑ j, S i j * phase (k * (((j : ℕ) : ℝ) - ((i : ℕ) : ℝ)))

/-- The full-weight scheme: the on-site element of the end site, plus each bond from that
site, in both directions, with weight one. -/
def fullBond {n : ℕ} (S : Matrix (Fin (n + 1)) (Fin (n + 1)) ℂ) (k : ℝ) : ℂ :=
  S 0 0 + ∑ j : Fin n, (S 0 j.succ * phase (k * (((j : ℕ) : ℝ) + 1)) +
    S j.succ 0 * phase (-(k * (((j : ℕ) : ℝ) + 1))))

/-- The cluster self-energy whose entries are all equal to `-i`. -/
def uniformDamping (n : ℕ) : Matrix (Fin (n + 1)) (Fin (n + 1)) ℂ :=
  Matrix.of fun _ _ => -Complex.I
```

## A real wave number

A real \(k\) describes a Bloch wave without growth or decay. It enters where the phase factorises, \(e^{\mathrm i k(j-i)}=\overline{e^{\mathrm i k i}}\,e^{\mathrm i k j}\) (with \(\mathrm i\) the imaginary unit and \(i,j\) the sites), so that
\[
\Sigma(k)=\frac{1}{n+1}\,b^\dagger\Sigma\, b .
\]
In Lean the type `k : ℝ` carries the hypothesis. `phase_sub` is the factorisation, and the next theorem applies it term by term in the double sum.

```lean
/-- The phase of a difference of angles is a product of one phase and one conjugate phase. -/
theorem phase_sub (x y : ℝ) : phase (x - y) = star (phase y) * phase x := by
  unfold phase
  rw [Complex.star_def, ← Complex.exp_conj, map_mul, Complex.conj_ofReal, Complex.conj_I,
    ← Complex.exp_add]
  congr 1
  push_cast
  ring

/-- The cluster average is the quadratic form of the matrix at the unnormalised plane wave, divided
by the number of sites. -/
theorem periodize_eq_expectation {n : ℕ} (S : Matrix (Fin (n + 1)) (Fin (n + 1)) ℂ) (k : ℝ) :
    periodize S k = ((((n : ℝ) + 1)⁻¹ : ℝ) : ℂ) *
      (star (blochWave n k) ⬝ᵥ (S *ᵥ blochWave n k)) := by
  unfold periodize
  congr 1
  simp only [dotProduct, Matrix.mulVec, Finset.mul_sum, Pi.star_apply]
  refine Finset.sum_congr rfl fun i _ => Finset.sum_congr rfl fun j _ => ?_
  rw [mul_sub, phase_sub]
  simp only [blochWave]
  ring
```

For complex \(k\) the sign can fail: two-site `uniformDamping` has average \(-i(1+\cos k)\), which at \(k=\pi+i\kappa\) is \(i(\cosh\kappa-1)\), with positive imaginary part for real \(\kappa\ne0\).

## Damping in every cluster state

Causality says that no superposition of cluster orbitals is amplified. By hand it is used once, at \(x=b\): \(\operatorname{Im}b^\dagger\Sigma b\le0\), and division by \(n+1\) keeps the sign. The proof does the same with `hS (blochWave n k)`.

```lean
/-- The cluster average of a causal self-energy has nonpositive imaginary part
at every real wave number. -/
theorem periodize_causal {n : ℕ} {S : Matrix (Fin (n + 1)) (Fin (n + 1)) ℂ}
    (hS : IsCausal S) (k : ℝ) : (periodize S k).im ≤ 0 := by
  rw [periodize_eq_expectation, Complex.im_ofReal_mul]
  have hc : (0 : ℝ) ≤ ((n : ℝ) + 1)⁻¹ := by positivity
  have h := mul_nonneg hc (neg_nonneg.2 (hS (blochWave n k)))
  linarith
```

For a Hermitian matrix the corresponding hypothesis is that \(-S\) is positive semidefinite. The conclusion `periodize S k ≤ 0` uses the order on complex numbers, so it says that the average is real and nonpositive. The proof again evaluates the quadratic form at \(b\), now reading off both real and imaginary parts.

```lean
/-- The cluster average of a negative semidefinite Hermitian matrix is real and nonpositive
at every real wave number. -/
theorem periodize_nonpos {n : ℕ} {S : Matrix (Fin (n + 1)) (Fin (n + 1)) ℂ}
    (hS : (-S).PosSemidef) (k : ℝ) : periodize S k ≤ 0 := by
  have h := hS.dotProduct_mulVec_nonneg (blochWave n k)
  rw [Matrix.neg_mulVec, dotProduct_neg] at h
  obtain ⟨hr, hi⟩ := Complex.le_def.1 (neg_nonneg.1 h)
  rw [Complex.zero_re] at hr
  rw [Complex.zero_im] at hi
  have hc : (0 : ℝ) ≤ ((n : ℝ) + 1)⁻¹ := by positivity
  rw [periodize_eq_expectation, Complex.le_def, Complex.re_ofReal_mul, Complex.im_ofReal_mul,
    hi, Complex.zero_re, Complex.zero_im, mul_zero]
  refine ⟨?_, rfl⟩
  have h2 := mul_nonneg hc (neg_nonneg.2 hr)
  linarith
```

Damping on each site separately is not enough. The matrix \(\Sigma=\begin{pmatrix}-i&2i\\2i&-i\end{pmatrix}\) has both diagonal elements equal to \(-i\), but its average is \(i(2\cos k-1)\), which is \(i\) at \(k=0\).

## A frequency in the upper half plane

The retarded Green's function at a real frequency is the limit from \(\operatorname{Im}z>0\). Take such a \(z\) and a real band energy \(\varepsilon\). Put \(w=z-\varepsilon-\Sigma(k)\). Then
\[
\operatorname{Im}w=\operatorname{Im}z-\operatorname{Im}\Sigma(k)>0,\qquad
\operatorname{Im}\frac1w=-\frac{\operatorname{Im}w}{|w|^2}<0 .
\]
In the proof, `hw` is the first inequality; it also shows \(w\neq0\), and `Complex.inv_im` supplies the second formula.

```lean
/-- For a causal cluster self-energy and a real band energy `ε`, the lattice Green's function
built from the cluster average has negative imaginary part at every `z` in the upper half
plane. -/
theorem latticeGreen_im_neg {n : ℕ} {S : Matrix (Fin (n + 1)) (Fin (n + 1)) ℂ}
    (hS : IsCausal S) (k ε : ℝ) {z : ℂ} (hz : 0 < z.im) :
    ((z - (ε : ℂ) - periodize S k)⁻¹).im < 0 := by
  have hp := periodize_causal hS k
  have hw : 0 < (z - (ε : ℂ) - periodize S k).im := by
    simp only [Complex.sub_im, Complex.ofReal_im]
    linarith
  rw [Complex.inv_im]
  refine div_neg_of_neg_of_pos (by linarith) (Complex.normSq_pos.2 fun h => ?_)
  rw [h] at hw
  simp at hw
```

With \(\Sigma=0\) and real \(z\ne\varepsilon\), the Green's function is real, so \(\operatorname{Im}z\ge0\) does not give the strict inequality.

## At least two sites

The hypothesis `1 ≤ n` means that the cluster contains a bond. On a single site both schemes return \(\Sigma_{00}\), and nothing can break. On two sites, writing out the four terms shows that averaging gives the bond half weight in each direction.

```lean
/-- On two sites the cluster average takes the mean of the on-site elements and gives
the bond, in each direction, the weight one half. -/
theorem periodize_dimer (S : Matrix (Fin 2) (Fin 2) ℂ) (k : ℝ) :
    periodize (n := 1) S k =
      (S 0 0 + S 1 1) / 2 + (S 0 1 * phase k + S 1 0 * phase (-k)) / 2 := by
  have h0 : phase 0 = 1 := by simp [phase]
  simp [periodize, Fin.sum_univ_succ, h0]
  ring
```

The opening example follows. Semidefiniteness is proved by writing \(-S=A^\dagger A\) with \(A=\begin{pmatrix}1&1\\0&0\end{pmatrix}\).

```lean
/-- The two-site matrix with all entries `-1` is negative semidefinite, yet the full-weight
scheme gives it the value `1` at `k = π`. -/
theorem fullBond_dimer :
    (-(!![-1, -1; -1, -1] : Matrix (Fin 2) (Fin 2) ℂ)).PosSemidef ∧
      fullBond (n := 1) !![-1, -1; -1, -1] Real.pi = 1 := by
  constructor
  · have h : -(!![-1, -1; -1, -1] : Matrix (Fin 2) (Fin 2) ℂ) =
        (!![1, 1; 0, 0] : Matrix (Fin 2) (Fin 2) ℂ)ᴴ * !![1, 1; 0, 0] := by
      ext i j
      fin_cases i <;> fin_cases j <;> simp [Matrix.mul_apply, Fin.sum_univ_succ]
    rw [h]
    exact Matrix.posSemidef_conjTranspose_mul_self _
  · have hp : phase Real.pi = -1 := Complex.exp_pi_mul_I
    have hm : phase (-Real.pi) = -1 := by
      have h := phase_sub 0 Real.pi
      rw [zero_sub, hp] at h
      rw [h]
      simp [phase]
    norm_num [fullBond, hp, hm]
```

For larger clusters, use \(\Sigma_{ij}=-i\) for all entries. It is causal, since \(x^\dagger\Sigma x=-i\,|\sum_j x_j|^2\). Full weighting gives imaginary part \(-D\), where \(D=1+2\sum_{m=1}^{n}\cos km\). Summing
\[
2\sin\tfrac k2\cos km=\sin\big((m+\tfrac12)k\big)-\sin\big((m-\tfrac12)k\big)
\]
over \(m\) telescopes to \(D\sin\frac k2=\sin\big((n+\frac12)k\big)\). Lean proves this by induction, with `h1` and `h2` expanding the two sines; its index `j` is \(m-1\).

```lean
/-- The Dirichlet kernel `1 + 2 ∑ cos(k (j + 1))`, summed over `j < n` and multiplied by
`sin(k/2)`, equals `sin((n + 1/2) k)`. -/
theorem dirichlet_kernel (n : ℕ) (k : ℝ) :
    Real.sin (k / 2) * (1 + 2 * ∑ j ∈ Finset.range n, Real.cos (k * ((j : ℝ) + 1))) =
      Real.sin (((n : ℝ) + 1 / 2) * k) := by
  induction n with
  | zero =>
    have h : (((0 : ℕ) : ℝ) + 1 / 2) * k = k / 2 := by
      push_cast
      ring
    rw [h]
    simp
  | succ m ih =>
    -- both neighbouring sines are expanded around the angle k (m + 1)
    have h1 : Real.sin ((((m + 1 : ℕ) : ℝ) + 1 / 2) * k) =
        Real.sin (k * ((m : ℝ) + 1)) * Real.cos (k / 2) +
          Real.cos (k * ((m : ℝ) + 1)) * Real.sin (k / 2) := by
      rw [← Real.sin_add]
      congr 1
      push_cast
      ring
    have h2 : Real.sin (((m : ℝ) + 1 / 2) * k) =
        Real.sin (k * ((m : ℝ) + 1)) * Real.cos (k / 2) -
          Real.cos (k * ((m : ℝ) + 1)) * Real.sin (k / 2) := by
      rw [← Real.sin_sub]
      congr 1
      ring
    rw [Finset.sum_range_succ, h1]
    linear_combination ih + h2
```

At \(k=3\pi/(2n+1)\) the right side is \(\sin\frac{3\pi}2=-1\). For \(n\ge1\) we have \(0<k\le\pi\), hence \(\sin\frac k2>0\) and \(-D=1/\sin\frac k2>0\). The proof uses `hn` for the bound `hk1`, which leads to `hs`. At \(n=0\) the angle would be \(3\pi\), where \(\sin\frac k2=-1\) and the imaginary part is \(-1\).

```lean
/-- On every cluster of at least two sites the self-energy with all entries `-i` is causal,
yet the full-weight scheme gives it a positive imaginary part at `k = 3π/(2n+1)`,
where `n + 1` is the number of sites. -/
theorem fullBond_breaks_causality (n : ℕ) (hn : 1 ≤ n) :
    IsCausal (uniformDamping n) ∧
      0 < (fullBond (uniformDamping n) (3 * Real.pi / (2 * (n : ℝ) + 1))).im := by
  constructor
  · intro x
    -- the expectation value is -i times the squared modulus of the summed amplitudes
    have e : star x ⬝ᵥ (uniformDamping n *ᵥ x) =
        -Complex.I * ((Complex.normSq (∑ i, x i) : ℝ) : ℂ) := by
      rw [Complex.normSq_eq_conj_mul_self]
      simp only [dotProduct, Matrix.mulVec, uniformDamping, Matrix.of_apply, Pi.star_apply,
        ← Finset.mul_sum, ← Finset.sum_mul, Complex.star_def, map_sum]
      ring
    have him : ∀ r : ℝ, (-Complex.I * (r : ℂ)).im = -r := by
      intro r
      simp
    rw [e, him]
    linarith [Complex.normSq_nonneg (∑ i, x i)]
  · set k : ℝ := 3 * Real.pi / (2 * (n : ℝ) + 1) with hk
    have hp : ∀ x : ℝ, (phase x).re = Real.cos x := Complex.exp_ofReal_mul_I_re
    -- the imaginary part of the full-weight value is minus the Dirichlet kernel
    have him : (fullBond (uniformDamping n) k).im =
        -(1 + 2 * ∑ j ∈ Finset.range n, Real.cos (k * ((j : ℝ) + 1))) := by
      rw [Finset.sum_range]
      simp only [fullBond, uniformDamping, Matrix.of_apply, Complex.add_im, Complex.im_sum,
        Complex.mul_im, Complex.neg_re, Complex.neg_im, Complex.I_re, Complex.I_im, hp,
        Real.cos_neg]
      rw [Finset.mul_sum, neg_add, ← Finset.sum_neg_distrib]
      congr 1
      refine Finset.sum_congr rfl fun j _ => ?_
      ring
    have hn' : (1 : ℝ) ≤ n := by exact_mod_cast hn
    have hpos : (0 : ℝ) < 2 * (n : ℝ) + 1 := by linarith
    have hk0 : 0 < k := by
      rw [hk]
      positivity
    have hk1 : k ≤ Real.pi := by
      rw [hk, div_le_iff₀ hpos]
      nlinarith [Real.pi_pos]
    have hs : 0 < Real.sin (k / 2) :=
      Real.sin_pos_of_pos_of_lt_pi (by linarith) (by linarith [Real.pi_pos])
    have hang : ((n : ℝ) + 1 / 2) * k = Real.pi / 2 + Real.pi := by
      have hmul : k * (2 * (n : ℝ) + 1) = 3 * Real.pi := by
        rw [hk]
        exact div_mul_cancel₀ _ hpos.ne'
      linear_combination hmul / 2
    have hd := dirichlet_kernel n k
    rw [hang, Real.sin_add_pi, Real.sin_pi_div_two] at hd
    rw [him]
    by_contra hcon
    have h := mul_nonneg hs.le (neg_nonpos.1 (not_lt.1 hcon))
    linarith

end

end ClusterPeriodization
```

```lean
#print axioms ClusterPeriodization.latticeGreen_im_neg
#print axioms ClusterPeriodization.periodize_dimer
#print axioms ClusterPeriodization.fullBond_dimer
#print axioms ClusterPeriodization.fullBond_breaks_causality
```

```
'ClusterPeriodization.latticeGreen_im_neg' depends on axioms: [propext, Classical.choice, Quot.sound]
'ClusterPeriodization.periodize_dimer' depends on axioms: [propext, Classical.choice, Quot.sound]
'ClusterPeriodization.fullBond_dimer' depends on axioms: [propext, Classical.choice, Quot.sound]
'ClusterPeriodization.fullBond_breaks_causality' depends on axioms: [propext, Classical.choice, Quot.sound]
```
